# An equally spaced chain of equal s Gaussians with neighbour overlap below 1/3 has a positive definite overlap matrix

Take \(n\) equal normalised s Gaussians, equally spaced on a line, and let \(q\) be the overlap of nearest neighbours. Their overlap matrix is \(S_{ij}=q^{(i-j)^2}\). If \(0\le q<1/3\), then \(S\) is positive definite for every \(n\), and every real vector \(x\) satisfies

\[
x^{T}Sx\;\ge\;\Bigl(1-\frac{2q}{1-q}\Bigr)\,x^{T}x .
\]

The constant does not depend on \(n\). At \(q=0.2\) it is \(0.5\), however long the chain. In electronic-structure work, a small value of \(x^{T}Sx\) at unit \(x\) signals near linear dependence of the basis; for one-exponent s functions on a regular line, the bound excludes this when \(q\) is well below \(1/3\). As \(q\) approaches \(1/3\) the constant tends to zero and the guarantee is lost. The bound says nothing about general molecular basis sets.

## One exponent and one spacing

Equal exponents and equal spacing make every overlap a power of the single number \(q\). With different exponents, an overlap would depend on both exponents as well as on the distance.

In Lean 4 with Mathlib:

```lean
import Mathlib

open MeasureTheory Matrix

namespace GaussianChainOverlap

noncomputable section

/-- Overlap matrix of a chain of `n` equally spaced equal Gaussians, where `q` is the
overlap of nearest neighbours: `S i j = q ^ ((i - j) ^ 2)`. -/
def chainOverlap (n : ℕ) (q : ℝ) : Matrix (Fin n) (Fin n) ℝ :=
  Matrix.of fun i j => q ^ ((((i : ℕ) : ℤ) - ((j : ℕ) : ℤ)).natAbs ^ 2)
```

The indices in `Fin n` run from \(0\) to \(n-1\), and `natAbs` turns the integer \(i-j\) into the natural number \(|i-j|\), so the exponent is a natural number. The diagonal is \(q^0=1\), also at \(q=0\), where \(S\) is the identity: the limit of infinite separation.

```lean
/-- Overlap of the Gaussians at sites `i` and `j`, with the self-overlap replaced by zero. -/
def neighbourOverlap (q : ℝ) (i j : ℕ) : ℝ :=
  if j = i then 0 else q ^ (((i : ℤ) - (j : ℤ)).natAbs ^ 2)
```

`neighbourOverlap` holds the entries of \(S-1\), with sites labelled by plain natural numbers.

The functions themselves, with exponent \(a\) and centre \(A\) on the first axis, are explicit. The one-dimensional factor is \((2a/\pi)^{1/4}e^{-a(x-A)^2}\), and a point of space is a triple `r` with coordinates `r.1`, `r.2.1` and `r.2.2`.

```lean
/-- One-dimensional Gaussian with exponent `a` and centre `A`, normalised for `a > 0`. -/
def gaussian (a A x : ℝ) : ℝ :=
  √(√(2 * a / Real.pi)) * Real.exp (-a * (x - A) ^ 2)

/-- The s Gaussian in three dimensions with exponent `a`, centred at `(A, 0, 0)`, normalised for `a
> 0`. -/
def sGaussian (a A : ℝ) (r : ℝ × ℝ × ℝ) : ℝ :=
  gaussian a A r.1 * (gaussian a 0 r.2.1 * gaussian a 0 r.2.2)
```

## Neighbour overlap from zero up to one

Physically, \(q\ge 0\) holds because s Gaussians have no nodes, and \(q<1\) says that neighbours do not coincide.

Both conditions enter the row sums of \(S-1\). Fix a site \(i\). For \(k=|i-j|\ge1\) we have \(k^2\ge k\), hence \(q^{k^2}\le q^k\). Each distance occurs at most twice, so

\[
\sum_{j\ne i}q^{(i-j)^2}\le 2\sum_{k\ge1}q^k=\frac{2q}{1-q}.
\]

```lean
/-- The overlaps of one Gaussian with all others in the chain sum to at most
`2q / (1 - q)`, whatever the length of the chain. -/
theorem neighbourOverlap_sum_le {q : ℝ} (h0 : 0 ≤ q) (h1 : q < 1) (i n : ℕ) :
    ∑ j ∈ Finset.range n, neighbourOverlap q i j ≤ 2 * q / (1 - q) := by
  have hq : 0 ≤ 1 - q := by linarith
  -- the Gaussian decay is at least as fast as a geometric one
  have term : ∀ i j k : ℕ, ((i : ℤ) - (j : ℤ)).natAbs = k + 1 →
      (1 - q) * neighbourOverlap q i j ≤ (1 - q) * q ^ (k + 1) := by
    intro i j k h
    have hne : j ≠ i := by omega
    apply mul_le_mul_of_nonneg_left _ hq
    rw [neighbourOverlap, if_neg hne, h]
    exact pow_le_pow_of_le_one h0 h1.le (by nlinarith)
  -- telescoping bound, first to the left and then to the right of site `i`
  have key : ∀ m : ℕ, (1 - q) * ∑ j ∈ Finset.range m, neighbourOverlap q i j ≤
      if m ≤ i then q ^ (i + 1 - m) else 2 * q - q ^ (m - i) := by
    intro m
    induction m with
    | zero => simpa using pow_nonneg h0 (i + 1)
    | succ m ih =>
      rw [Finset.sum_range_succ, mul_add]
      rcases lt_trichotomy m i with h | h | h
      · obtain ⟨k, hk⟩ := Nat.exists_eq_add_of_lt h
        have ht := term i m k (by omega)
        rw [if_pos h.le, show i + 1 - m = k + 1 + 1 by omega, pow_succ] at ih
        rw [if_pos (show m + 1 ≤ i by omega), show i + 1 - (m + 1) = k + 1 by omega]
        linarith
      · have ht : neighbourOverlap q i m = 0 := by simp [neighbourOverlap, h]
        rw [if_pos h.le, show i + 1 - m = 1 by omega, pow_one] at ih
        rw [if_neg (show ¬ m + 1 ≤ i by omega), show m + 1 - i = 1 by omega, pow_one, ht]
        linarith
      · obtain ⟨k, hk⟩ := Nat.exists_eq_add_of_lt h
        have ht := term i m k (by omega)
        rw [if_neg (show ¬ m ≤ i by omega), show m - i = k + 1 by omega] at ih
        rw [if_neg (show ¬ m + 1 ≤ i by omega), show m + 1 - i = k + 1 + 1 by omega,
          pow_succ]
        linarith
  rw [le_div_iff₀ (by linarith), mul_comm]
  refine (key n).trans ?_
  split_ifs with h
  · have := pow_le_pow_of_le_one h0 h1.le (show 1 ≤ i + 1 - n by omega)
    rw [pow_one] at this
    linarith
  · linarith [pow_nonneg h0 (n - i)]
```

In the proof, `term` is the comparison \(q^{k^2}\le q^k\), multiplied by \(1-q\). The infinite series is replaced by the identity \((1-q)q^k=q^k-q^{k+1}\), which telescopes.

The proof turns on the form of the induction statement `key`. The final bound \(2q\) on \((1-q)\sum_j\) cannot be carried from \(m\) sites to \(m+1\), because the added term has no room. `key` therefore bounds the sum over \(j<m\) by an `if` expression:

\[
(1-q)\sum_{j<m}(\cdots)\le
\begin{cases}
q^{\,i+1-m}, & m\le i,\\
2q-q^{\,m-i}, & m>i.
\end{cases}
\]

To the left of site \(i\) the bound grows by enough to absorb each new term. To the right, the reserve \(q^{m-i}\) pays for the next one. `lt_trichotomy` separates the new site into left of \(i\), equal to \(i\) and right of \(i\). Summing over `Finset.range m` keeps \(i\) a fixed natural number while \(m\) grows; an index of type `Fin m` would change its type at each step.

Without \(q\ge0\) the result fails as a statement about matrices; the negative values used here are not overlaps of s Gaussians. For \(q=-2\) and \(n=2\), the determinant of \(S\) is \(1-q^2=-3\), so \(S\) is not positive definite although \(q<1/3\). The inequality fails already at \(q=-1/4\) and \(n=1\): with \(x=1\) the left side is \(1\) and the right side is \(1.4\). At \(q=1\) and \(n=2\), the unit vector \((1,-1)/\sqrt2\) gives \(x^{T}Sx=0\), since the two functions are the same.

## Symmetric, nonnegative entries with bounded row sums

The step from row sums to the quadratic form needs a matrix \(M\) with \(M_{ij}=M_{ji}\), \(M_{ij}\ge0\) and \(\sum_jM_{ij}\le r\). For overlaps, symmetry says that the order of the two real functions is irrelevant, and \(r\) limits the total overlap of one function with the others. From \(2|x_ix_j|\le x_i^2+x_j^2\),

\[
|x^{T}Mx|\le\tfrac12\sum_{i,j}M_{ij}(x_i^2+x_j^2)=\sum_i x_i^2\sum_jM_{ij}\le r\,x^{T}x .
\]

Nonnegativity gives the first inequality, symmetry the equality, and the row sums the last inequality.

```lean
/-- A symmetric matrix with nonnegative entries and row sums at most `r` has a quadratic
form of size at most `r` times the squared length of the vector. -/
theorem abs_quadratic_le {n : ℕ} (M : Matrix (Fin n) (Fin n) ℝ) (r : ℝ)
    (hs : ∀ i j, M i j = M j i) (h0 : ∀ i j, 0 ≤ M i j) (hr : ∀ i, ∑ j, M i j ≤ r)
    (x : Fin n → ℝ) : |x ⬝ᵥ M *ᵥ x| ≤ r * (x ⬝ᵥ x) := by
  have e : x ⬝ᵥ M *ᵥ x = ∑ i, ∑ j, M i j * (x i * x j) := by
    simp only [dotProduct, Matrix.mulVec, Finset.mul_sum]
    exact Finset.sum_congr rfl fun i _ => Finset.sum_congr rfl fun j _ => by ring
  have b1 : ∑ i, ∑ j, M i j * x i ^ 2 ≤ r * (x ⬝ᵥ x) := by
    rw [dotProduct, Finset.mul_sum]
    refine Finset.sum_le_sum fun i _ => ?_
    rw [← Finset.sum_mul, ← sq]
    exact mul_le_mul_of_nonneg_right (hr i) (sq_nonneg _)
  have b2 : ∑ i, ∑ j, M i j * x j ^ 2 = ∑ i, ∑ j, M i j * x i ^ 2 := by
    rw [Finset.sum_comm]
    exact Finset.sum_congr rfl fun i _ => Finset.sum_congr rfl fun j _ => by rw [hs j i]
  -- each product is bounded by the mean of the two squares
  have b3 : |∑ i, ∑ j, M i j * (x i * x j)| ≤
      ∑ i, ∑ j, (M i j * x i ^ 2 + M i j * x j ^ 2) / 2 := by
    refine (Finset.abs_sum_le_sum_abs _ _).trans (Finset.sum_le_sum fun i _ => ?_)
    refine (Finset.abs_sum_le_sum_abs _ _).trans (Finset.sum_le_sum fun j _ => ?_)
    have p := mul_nonneg (h0 i j) (sq_nonneg (x i + x j))
    have m := mul_nonneg (h0 i j) (sq_nonneg (x i - x j))
    rw [abs_le]
    constructor <;> nlinarith
  simp only [← Finset.sum_div, Finset.sum_add_distrib] at b3
  rw [e]
  linarith
```

The expression `x ⬝ᵥ M *ᵥ x` is \(x^{T}Mx\). Here `b3` is the first inequality, `b2` the exchange of indices by symmetry, and `b1` the row-sum bound. Without nonnegativity, the \(1\times1\) matrix \(M=-2\) with \(r=0\) violates the conclusion.

Applying this to \(M=S-1\) with \(r=2q/(1-q)\) gives a two-sided estimate for all \(0\le q<1\):

\[
|x^{T}Sx-x^{T}x|\le\frac{2q}{1-q}\,x^{T}x .
\]

```lean
/-- For `0 ≤ q < 1` the quadratic form of the chain overlap matrix differs from that of an
orthonormal basis by at most `2q / (1 - q)` times the squared length. -/
theorem chainOverlap_deviation {q : ℝ} (h0 : 0 ≤ q) (h1 : q < 1) (n : ℕ) (x : Fin n → ℝ) :
    |x ⬝ᵥ chainOverlap n q *ᵥ x - x ⬝ᵥ x| ≤ 2 * q / (1 - q) * (x ⬝ᵥ x) := by
  have entry : ∀ i j, (chainOverlap n q - 1) i j = neighbourOverlap q i j := by
    intro i j
    by_cases h : i = j
    · subst h
      simp [chainOverlap, neighbourOverlap]
    · have h' : (j : ℕ) ≠ (i : ℕ) := fun e => h (Fin.ext e.symm)
      simp [chainOverlap, neighbourOverlap, Matrix.one_apply_ne h, h']
  have hb := abs_quadratic_le (chainOverlap n q - 1) (2 * q / (1 - q))
    (fun i j => by
      rw [entry, entry, neighbourOverlap, neighbourOverlap, ← Int.natAbs_neg, neg_sub]
      simp only [eq_comm])
    (fun i j => by
      rw [entry, neighbourOverlap]
      split_ifs
      · exact le_rfl
      · exact pow_nonneg h0 _)
    (fun i => by
      simp only [entry]
      rw [Fin.sum_univ_eq_sum_range (fun j => neighbourOverlap q i j) n]
      exact neighbourOverlap_sum_le h0 h1 i n) x
  rwa [Matrix.sub_mulVec, Matrix.one_mulVec, dotProduct_sub] at hb
```

`entry` identifies \(S-1\) with `neighbourOverlap`. The three proofs passed to `abs_quadratic_le` are then symmetry, nonnegativity and the row-sum bound, the last after `Fin.sum_univ_eq_sum_range` has turned the sum over `Fin n` into one over a range.

## Neighbour overlap below one third

The lower half of the estimate is the inequality stated at the start. Its constant is

\[
1-\frac{2q}{1-q}=\frac{1-3q}{1-q},
\]

which, for \(q<1\), is positive exactly when \(q<1/3\). Physically, the condition keeps the bound on the total overlap of one Gaussian with all the others below its self-overlap of \(1\). For \(x\neq0\) we have \(x^{T}x>0\), so \(x^{T}Sx>0\).

```lean
/-- For `0 ≤ q < 1/3` the overlap matrix of a chain of any length is positive definite, and
its quadratic form is at least `1 - 2q / (1 - q)` times the squared length. -/
theorem chainOverlap_posDef {q : ℝ} (h0 : 0 ≤ q) (h1 : q < 1 / 3) (n : ℕ) :
    (chainOverlap n q).PosDef ∧
      ∀ x : Fin n → ℝ, (1 - 2 * q / (1 - q)) * (x ⬝ᵥ x) ≤ x ⬝ᵥ chainOverlap n q *ᵥ x := by
  have low : ∀ x : Fin n → ℝ,
      (1 - 2 * q / (1 - q)) * (x ⬝ᵥ x) ≤ x ⬝ᵥ chainOverlap n q *ᵥ x := by
    intro x
    have := (abs_le.mp (chainOverlap_deviation h0 (by linarith) n x)).1
    linarith
  refine ⟨Matrix.posDef_iff_dotProduct_mulVec.mpr ⟨?_, ?_⟩, low⟩
  · ext i j
    simp only [chainOverlap, Matrix.conjTranspose_apply, Matrix.of_apply, star_trivial]
    rw [← Int.natAbs_neg, neg_sub]
  · intro x hx
    rw [star_trivial]
    have hc : 0 < 1 - 2 * q / (1 - q) := by
      rw [sub_pos, div_lt_one (by linarith)]
      linarith
    obtain ⟨i, hi⟩ := Function.ne_iff.mp hx
    have hpos : 0 < x ⬝ᵥ x := Finset.sum_pos' (fun j _ => mul_self_nonneg (x j))
      ⟨i, Finset.mem_univ i, mul_self_pos.mpr hi⟩
    exact (mul_pos hc hpos).trans_le (low x)
```

`PosDef` means symmetric, for a real matrix, with a positive quadratic form on nonzero vectors. `low` is the inequality, `hc` the positivity of the constant and the only place where \(1/3\) itself matters, and `hpos` the positivity of \(x^{T}x\).

For \(1/3\le q<1\) the constant is zero or negative and the estimate no longer yields positive definiteness. The matrix does not become singular there: Gaussians of one exponent with distinct centres are linearly independent, a separate argument that the file does not contain. The threshold thus belongs to this estimate and marks no physical transition.

## Positive exponent

The condition \(a>0\) makes the Gaussian decay, so that it can be normalised. It is needed to derive the form of \(S\) from integrals. Completing the square gives

\[
(x-A)^2+(x-B)^2=2\Bigl(x-\frac{A+B}{2}\Bigr)^2+\frac{(A-B)^2}{2}.
\]

The product of the two normalisation factors is \(\sqrt{2a/\pi}\), and \(\int e^{-2au^2}\,du=\sqrt{\pi/(2a)}\). These cancel, leaving the overlap \(e^{-a(A-B)^2/2}\).

```lean
/-- The overlap integral of two normalised one-dimensional Gaussians with exponent `a` and
centres `A` and `B` is `exp (-a (A - B)² / 2)`. -/
theorem gaussian_overlap {a : ℝ} (ha : 0 < a) (A B : ℝ) :
    ∫ x, gaussian a A x * gaussian a B x = Real.exp (-a * (A - B) ^ 2 / 2) := by
  -- the product of two Gaussians is a Gaussian about the midpoint
  have hp : ∀ x, gaussian a A x * gaussian a B x =
      (√(2 * a / Real.pi) * Real.exp (-a * (A - B) ^ 2 / 2)) *
        Real.exp (-(2 * a) * (x - (A + B) / 2) ^ 2) := by
    intro x
    rw [gaussian, gaussian, mul_mul_mul_comm, Real.mul_self_sqrt (Real.sqrt_nonneg _),
      mul_assoc, ← Real.exp_add, ← Real.exp_add]
    congr 2
    ring
  have hn : √(2 * a / Real.pi) * √(Real.pi / (2 * a)) = 1 := by
    have hpi := Real.pi_pos
    rw [← Real.sqrt_mul (by positivity),
      show 2 * a / Real.pi * (Real.pi / (2 * a)) = 1 by field_simp, Real.sqrt_one]
  simp only [hp]
  rw [integral_const_mul,
    integral_sub_right_eq_self (fun x : ℝ => Real.exp (-(2 * a) * x ^ 2)) ((A + B) / 2),
    integral_gaussian]
  linear_combination Real.exp (-a * (A - B) ^ 2 / 2) * hn
```

`hp` completes the square, `integral_sub_right_eq_self` shifts the midpoint to the origin, and `hn` is the cancellation. At \(a=0\) the defined function vanishes identically, so the integral is \(0\) while the right-hand side is \(1\).

In three dimensions the integral factorises. The two transverse factors are self-overlaps, equal to \(1\), and the axial factor is the one just computed.

```lean
/-- The overlap integral of two normalised s Gaussians with exponent `a`, centred on one axis
at `A` and `B`, is `exp (-a (A - B)² / 2)`. -/
theorem sGaussian_overlap {a : ℝ} (ha : 0 < a) (A B : ℝ) :
    ∫ r, sGaussian a A r * sGaussian a B r = Real.exp (-a * (A - B) ^ 2 / 2) := by
  let f : ℝ → ℝ := fun x => gaussian a A x * gaussian a B x
  let g : ℝ → ℝ := fun x => gaussian a 0 x * gaussian a 0 x
  have hg : ∫ x, g x = 1 := by
    have := gaussian_overlap ha 0 0
    simpa [g] using this
  have h2 : ∫ s : ℝ × ℝ, g s.1 * g s.2 = (∫ x, g x) * ∫ x, g x :=
    integral_prod_mul (μ := (volume : Measure ℝ)) (ν := (volume : Measure ℝ)) g g
  have h3 : ∫ r : ℝ × ℝ × ℝ, f r.1 * (g r.2.1 * g r.2.2) =
      (∫ x, f x) * ∫ s : ℝ × ℝ, g s.1 * g s.2 :=
    integral_prod_mul (μ := (volume : Measure ℝ)) (ν := (volume : Measure (ℝ × ℝ)))
      f (fun s => g s.1 * g s.2)
  have hfun : ∀ r, sGaussian a A r * sGaussian a B r = f r.1 * (g r.2.1 * g r.2.2) := by
    intro r
    simp only [sGaussian, f, g]
    ring
  simp only [hfun]
  rw [h3, h2, hg, mul_one, mul_one]
  exact gaussian_overlap ha A B
```

`integral_prod_mul` performs the factorisation twice, in `h2` and `h3`, and `hg` supplies the transverse value \(1\).

## Spacing with \(ad^2>2\log 3\)

With centres \(A=id\) and \(B=jd\), where \(d\) is the spacing, the overlap is

\[
e^{-ad^2(i-j)^2/2}=q^{(i-j)^2},\qquad q=e^{-ad^2/2}.
\]

The condition \(q<1/3\) becomes \(ad^2>2\log3\approx2.197\): the estimate guarantees positive definiteness when the spacing exceeds about \(1.48/\sqrt a\), a larger distance for more diffuse functions.

```lean
/-- The matrix of overlap integrals of `n` normalised s Gaussians with exponent `a` and
spacing `d` along a line is positive definite if `a d² > 2 log 3`. -/
theorem sGaussian_chain_posDef {a d : ℝ} (ha : 0 < a) (hd : 2 * Real.log 3 < a * d ^ 2)
    (n : ℕ) :
    (Matrix.of fun i j : Fin n =>
      ∫ r, sGaussian a ((i : ℕ) * d) r * sGaussian a ((j : ℕ) * d) r).PosDef := by
  have hq : Real.exp (-a * d ^ 2 / 2) < 1 / 3 := by
    calc Real.exp (-a * d ^ 2 / 2) < Real.exp (-Real.log 3) :=
          Real.exp_lt_exp.mpr (by linarith)
      _ = 1 / 3 := by rw [Real.exp_neg, Real.exp_log (by norm_num)]; norm_num
  -- the integrals are the powers of the nearest-neighbour overlap
  have hS : (Matrix.of fun i j : Fin n =>
      ∫ r, sGaussian a ((i : ℕ) * d) r * sGaussian a ((j : ℕ) * d) r) =
      chainOverlap n (Real.exp (-a * d ^ 2 / 2)) := by
    ext i j
    have hz : (((((i : ℕ) : ℤ) - ((j : ℕ) : ℤ)).natAbs : ℕ) : ℝ) ^ 2 =
        (((i : ℕ) : ℝ) - ((j : ℕ) : ℝ)) ^ 2 := by
      rw [Nat.cast_natAbs, Int.cast_abs, sq_abs]
      push_cast
      ring
    simp only [chainOverlap, Matrix.of_apply]
    rw [sGaussian_overlap ha, ← Real.exp_nat_mul, Nat.cast_pow, hz]
    congr 1
    ring
  rw [hS]
  exact (chainOverlap_posDef (Real.exp_pos _).le hq n).1

end

end GaussianChainOverlap
```

`hq` translates the spacing condition into \(q<1/3\), and `hS` identifies the matrix of integrals with `chainOverlap`. The hypothesis \(a>0\) is implied here by the spacing condition, since \(d^2\ge0\). With no condition on the spacing the conclusion fails: at \(d=0\) and \(n=2\) the two functions coincide and \(S\) is singular.

```lean
#print axioms GaussianChainOverlap.sGaussian_chain_posDef
```

```
'GaussianChainOverlap.sGaussian_chain_posDef' depends on axioms: [propext, Classical.choice, Quot.sound]
```
